# The worst-case error in an N-th divided difference on an equal energy mesh scales as $h^{-N}$

In the NMTO method a Green function is sampled at a few energies, and divided differences of the samples enter the construction of the orbitals. If each sample carries an error of norm at most $\varepsilon$, how large can the resulting error in the highest divided difference become as the mesh spacing $h$ shrinks?

In Lean 4 with Mathlib:

```lean
import Mathlib

open Filter Topology

namespace NMTOMeshNoise

noncomputable section

variable {V : Type*} [NormedAddCommGroup V] [NormedSpace ℝ V]

/-- Newton's divided difference of order `n` of the samples `g i, …, g (i + n)` taken at the
energies `x i, …, x (i + n)`, which are meant to be pairwise distinct. -/
def dividedDiff (x : ℕ → ℝ) (g : ℕ → V) : ℕ → ℕ → V
  | 0, i => g i
  | n + 1, i => (x (i + n + 1) - x i)⁻¹ • (dividedDiff x g n (i + 1) - dividedDiff x g n i)

/-- The equally spaced energy mesh `E, E + h, E + 2h, …`. -/
def mesh (E h : ℝ) (k : ℕ) : ℝ := E + k * h

/-- Two mesh energies that are `n + 1` steps apart differ by `(n + 1) h`. -/
theorem mesh_sub (E h : ℝ) (i n : ℕ) :
    mesh E h (i + n + 1) - mesh E h i = ((n : ℝ) + 1) * h := by
  unfold mesh
  push_cast
  ring

/-- The divided difference of samples with errors is that of the exact samples plus that of
the errors. -/
theorem dividedDiff_add (x : ℕ → ℝ) (g δ : ℕ → V) (n i : ℕ) :
    dividedDiff x (fun k => g k + δ k) n i = dividedDiff x g n i + dividedDiff x δ n i := by
  induction n generalizing i with
  | zero => rfl
  | succ n ih =>
    simp only [dividedDiff, ih]
    module

private theorem norm_step {E h : ℝ} (hh : 0 < h) (δ : ℕ → V) (n i : ℕ) :
    ‖dividedDiff (mesh E h) δ (n + 1) i‖ = (((n : ℝ) + 1) * h)⁻¹ *
      ‖dividedDiff (mesh E h) δ n (i + 1) - dividedDiff (mesh E h) δ n i‖ := by
  rw [dividedDiff, mesh_sub, norm_smul, Real.norm_of_nonneg (by positivity)]

private theorem bound_succ (ε h : ℝ) (n : ℕ) :
    ε * 2 ^ (n + 1) / ((n + 1).factorial * h ^ (n + 1)) =
      (((n : ℝ) + 1) * h)⁻¹ * (2 * (ε * 2 ^ n / (n.factorial * h ^ n))) := by
  rw [Nat.factorial_succ]
  push_cast
  simp only [div_eq_mul_inv, mul_inv, pow_succ]
  ring

/-- On a mesh of spacing `h > 0`, errors of norm at most `ε` have an `n`-th divided difference
of norm at most `ε 2^n / (n! h^n)`. -/
theorem norm_dividedDiff_le {E h ε : ℝ} (hh : 0 < h) (δ : ℕ → V) (n i : ℕ)
    (hδ : ∀ k ≤ n, ‖δ (i + k)‖ ≤ ε) :
    ‖dividedDiff (mesh E h) δ n i‖ ≤ ε * 2 ^ n / (n.factorial * h ^ n) := by
  induction n generalizing i with
  | zero => simpa [dividedDiff] using hδ 0 le_rfl
  | succ n ih =>
    have h1 := ih (i + 1) (fun k hk => by
      have := hδ (k + 1) (by omega)
      rwa [show i + 1 + k = i + (k + 1) by omega])
    have h0 := ih i (fun k hk => hδ k (by omega))
    -- each order doubles the bound and divides it by `(n + 1) h`
    have tri := norm_sub_le (dividedDiff (mesh E h) δ n (i + 1)) (dividedDiff (mesh E h) δ n i)
    rw [norm_step hh, bound_succ]
    exact mul_le_mul_of_nonneg_left (tri.trans (by linarith)) (by positivity)

/-- On a mesh of nonzero spacing `h`, the alternating errors `u, -u, u, …` have the `n`-th
divided difference `± 2^n / (n! h^n) u`, with the sign `(-1)^(i + n)`. -/
theorem dividedDiff_alternating (E : ℝ) {h : ℝ} (u : V) (n i : ℕ) :
    dividedDiff (mesh E h) (fun k => (-1 : ℝ) ^ k • u) n i =
      ((-1 : ℝ) ^ (i + n) * 2 ^ n / (n.factorial * h ^ n)) • u := by
  induction n generalizing i with
  | zero => simp [dividedDiff]
  | succ n ih =>
    rw [dividedDiff, ih, ih, mesh_sub, ← sub_smul, smul_smul]
    congr 1
    rw [Nat.factorial_succ]
    push_cast
    simp only [div_eq_mul_inv, mul_inv, pow_succ]
    ring

/-- For `N + 1` energies of spacing `h > 0`, errors of norm at most `ε` in the sampled Green
function `G` change its `N`-th divided difference by at most `ε 2^N / (N! h^N)`, and alternating
errors of norm `ε` attain this bound. -/
theorem noise_amplification (G : ℝ → V) (E : ℝ) {h : ℝ} (hh : 0 < h) (ε : ℝ) (N : ℕ) :
    (∀ δ : ℕ → V, (∀ k ≤ N, ‖δ k‖ ≤ ε) →
      ‖dividedDiff (mesh E h) (fun k => G (mesh E h k) + δ k) N 0
        - dividedDiff (mesh E h) (fun k => G (mesh E h k)) N 0‖
        ≤ ε * 2 ^ N / (N.factorial * h ^ N)) ∧
    (∀ u : V, ‖u‖ = ε →
      ‖dividedDiff (mesh E h) (fun k => G (mesh E h k) + (-1 : ℝ) ^ k • u) N 0
        - dividedDiff (mesh E h) (fun k => G (mesh E h k)) N 0‖
        = ε * 2 ^ N / (N.factorial * h ^ N)) := by
  constructor
  · intro δ hδ
    rw [dividedDiff_add, add_sub_cancel_left]
    exact norm_dividedDiff_le hh δ N 0 (fun k hk => by simpa using hδ k hk)
  · intro u hu
    rw [dividedDiff_add, add_sub_cancel_left, dividedDiff_alternating, norm_smul, hu,
      norm_div, norm_mul, norm_pow, norm_neg, norm_one, one_pow, one_mul,
      Real.norm_of_nonneg (by positivity : (0 : ℝ) ≤ 2 ^ N),
      Real.norm_of_nonneg (by positivity : (0 : ℝ) ≤ N.factorial * h ^ N)]
    ring

/-- For fixed errors and nonzero spacing `h`, the `n`-th divided difference times `h^n` equals
the one on the mesh of unit spacing. -/
theorem pow_smul_dividedDiff (E : ℝ) {h : ℝ} (hh : h ≠ 0) (δ : ℕ → V) (n i : ℕ) :
    h ^ n • dividedDiff (mesh E h) δ n i = dividedDiff (mesh E 1) δ n i := by
  induction n generalizing i with
  | zero => simp [dividedDiff]
  | succ n ih =>
    have hc : h ^ (n + 1) * (((n : ℝ) + 1) * h)⁻¹ = (((n : ℝ) + 1) * 1)⁻¹ * h ^ n := by
      field_simp
      ring
    simp only [dividedDiff, mesh_sub, ← ih]
    rw [← smul_sub, smul_smul, smul_smul, hc]

/-- For order `N ≥ 1` and a fixed nonzero alternating error, the change of the `N`-th divided
difference of the sampled Green function grows without limit as the spacing tends to zero. -/
theorem noise_diverges (G : ℝ → V) (E : ℝ) {u : V} (hu : u ≠ 0) {N : ℕ} (hN : N ≠ 0) :
    Tendsto (fun h : ℝ =>
      ‖dividedDiff (mesh E h) (fun k => G (mesh E h k) + (-1 : ℝ) ^ k • u) N 0
        - dividedDiff (mesh E h) (fun k => G (mesh E h k)) N 0‖) (𝓝[>] 0) atTop := by
  have hu' : 0 < ‖u‖ := norm_pos_iff.mpr hu
  have hc : 0 < ‖u‖ * 2 ^ N / (N.factorial : ℝ) :=
    div_pos (mul_pos hu' (by positivity)) (by positivity)
  have key : Tendsto (fun h : ℝ => ‖u‖ * 2 ^ N / (N.factorial : ℝ) * (h⁻¹) ^ N)
      (𝓝[>] 0) atTop :=
    Tendsto.const_mul_atTop hc ((tendsto_pow_atTop hN).comp tendsto_inv_nhdsGT_zero)
  refine key.congr' ?_
  filter_upwards [self_mem_nhdsWithin] with h hh
  rw [(noise_amplification G E hh ‖u‖ N).2 u rfl]
  ring

/-- If complex errors `δ i, …, δ (i + n)` of modulus at most `ε` on a mesh of spacing `h > 0` have
an `n`-th divided difference of modulus equal to the bound `ε 2^n / (n! h^n)`, then each of these
errors after the first is the negative of the one before it. -/
theorem alternating_of_bound_attained {E h ε : ℝ} (hh : 0 < h) (δ : ℕ → ℂ) (n i : ℕ)
    (hδ : ∀ k ≤ n, ‖δ (i + k)‖ ≤ ε)
    (heq : ‖dividedDiff (mesh E h) δ n i‖ = ε * 2 ^ n / (n.factorial * h ^ n)) :
    ∀ k < n, δ (i + k + 1) = -δ (i + k) := by
  induction n generalizing i with
  | zero => intro k hk; omega
  | succ n ih =>
    have w1 : ∀ k ≤ n, ‖δ (i + 1 + k)‖ ≤ ε := fun k hk => by
      have := hδ (k + 1) (by omega)
      rwa [show i + 1 + k = i + (k + 1) by omega]
    have w0 : ∀ k ≤ n, ‖δ (i + k)‖ ≤ ε := fun k hk => hδ k (by omega)
    have b1 := norm_dividedDiff_le (E := E) hh δ n (i + 1) w1
    have b0 := norm_dividedDiff_le (E := E) hh δ n i w0
    rw [norm_step hh, bound_succ] at heq
    have hab := mul_left_cancel₀ (by positivity : (((n : ℝ) + 1) * h)⁻¹ ≠ 0) heq
    have tri := norm_sub_le (dividedDiff (mesh E h) δ n (i + 1)) (dividedDiff (mesh E h) δ n i)
    -- both differences of order `n` must reach their bound
    have e1 := le_antisymm b1 (by linarith)
    have e0 := le_antisymm b0 (by linarith)
    intro k hk
    by_cases hkn : k < n
    · exact ih i w0 e0 k hkn
    rcases n with _ | m
    · -- two errors at maximal distance are opposite, by the parallelogram law
      obtain rfl : k = 0 := by omega
      have hd : ‖δ (i + 1) - δ i‖ = 2 * ε := by simpa [dividedDiff] using hab
      have n1 : ‖δ (i + 1)‖ ≤ ε := w1 0 le_rfl
      have n0 : ‖δ i‖ ≤ ε := w0 0 le_rfl
      have p := parallelogram_law_with_norm ℝ (δ (i + 1)) (δ i)
      rw [hd] at p
      have s : ‖δ (i + 1) + δ i‖ * ‖δ (i + 1) + δ i‖ ≤ 0 := by
        nlinarith [mul_self_le_mul_self (norm_nonneg _) n1,
          mul_self_le_mul_self (norm_nonneg _) n0]
      have z := mul_self_eq_zero.mp (le_antisymm s (mul_self_nonneg _))
      exact eq_neg_of_add_eq_zero_left (norm_eq_zero.mp z)
    · obtain rfl : k = m + 1 := by omega
      have last := ih (i + 1) w1 e1 m (by omega)
      rwa [show i + 1 + m = i + (m + 1) by omega] at last

end

end NMTOMeshNoise
```

```lean
#print axioms NMTOMeshNoise.pow_smul_dividedDiff
#print axioms NMTOMeshNoise.noise_diverges
#print axioms NMTOMeshNoise.alternating_of_bound_attained
```

```
'NMTOMeshNoise.pow_smul_dividedDiff' depends on axioms: [propext, Classical.choice, Quot.sound]
'NMTOMeshNoise.noise_diverges' depends on axioms: [propext, Classical.choice, Quot.sound]
'NMTOMeshNoise.alternating_of_bound_attained' depends on axioms: [propext, Classical.choice, Quot.sound]
```

The theorem `noise_amplification` takes $N+1$ real energies $E, E+h, \dots, E+Nh$ with $h>0$ and says two things. Errors $\delta_0,\dots,\delta_N$ of norm at most $\varepsilon$ change the $N$-th divided difference by at most
$$\frac{\varepsilon\,2^N}{N!\,h^N},$$
and the errors $u,-u,u,\dots$ with $\|u\|=\varepsilon$ change it by exactly this amount.

The samples lie in a real normed space `V`, so `G` may be a complex matrix element or a whole matrix with a chosen norm. `G` is an arbitrary function of energy: neither a Hamiltonian nor smoothness is assumed. The errors `δ` form an infinite sequence, but only those at the mesh points are constrained. `dividedDiff x g n i` is Newton's difference of order $n$ starting at sample $i$, written $D_n(i)$ below:
$$D_0(i)=g_i,\qquad D_{n+1}(i)=\frac{D_n(i+1)-D_n(i)}{x_{i+n+1}-x_i}.$$

The model leaves out complex energies, rounding within the recursion itself, and the passage of the error into orbitals and Hamiltonian. For a real, equally spaced NMTO mesh with $N\ge1$ whose sampling errors do not shrink with $h$, the result shows how a tolerance on the worst-case noise limits how fine the mesh may be.

The recursion is linear in the samples, so the exact part cancels and the change is the divided difference of the errors alone. This is `dividedDiff_add`, proved by induction on the order. From here on, $D_n(i)$ is formed from the errors.

On the equal mesh the denominator is $(n+1)h$, by `mesh_sub`. Write $B_n=\varepsilon 2^n/(n!\,h^n)$. At order zero, $\|D_0(i)\|=\|\delta_i\|\le\varepsilon=B_0$. If both differences of order $n$ are bounded by $B_n$, the triangle inequality gives
$$\|D_{n+1}(i)\|\le\frac{\|D_n(i+1)\|+\|D_n(i)\|}{(n+1)h}\le\frac{2B_n}{(n+1)h}=B_{n+1}.$$
In `norm_dividedDiff_le` the induction keeps $i$ general, because the step needs the windows starting at $i$ and at $i+1$. The lemma `norm_step` writes $\|D_{n+1}(i)\|$ as $\|D_n(i+1)-D_n(i)\|/((n+1)h)$, to which the triangle inequality is applied, and `bound_succ` is the last equality.

For $\delta_k=(-1)^k u$, `dividedDiff_alternating` gives
$$D_n(i)=(-1)^{i+n}\frac{2^n}{n!\,h^n}\,u.$$
In the induction step neighbouring differences have opposite signs, so their subtraction doubles the magnitude, and division by $(n+1)h$ gives the next order. Taking norms at $i=0$, $n=N$ yields equality.

As an example, take $N=2$, $h=0.1$ and errors $10^{-6},-10^{-6},10^{-6}$ in arbitrary units. The first differences are $-2\cdot10^{-5}$ and $2\cdot10^{-5}$, and the second is $4\cdot10^{-5}/0.2=2\cdot10^{-4}$, which equals the bound. Halving $h$ gives $8\cdot10^{-4}$.

For any fixed errors, $D_n(i)$ is $h^{-n}$ times a factor independent of $h$, which can be zero, as it is for equal errors when $n\ge1$: `pow_smul_dividedDiff` states that $h^nD_n(i)$ equals the difference on the unit mesh, since $h^{n+1}/((n+1)h)=h^n/(n+1)$ at each step. For $N\ge1$ and fixed $u\ne0$, the alternating change is $\|u\|2^N/(N!\,h^N)$, which diverges as $h\to0^+$; this is `noise_diverges`.

For complex errors, `alternating_of_bound_attained` gives a converse: reaching the bound forces $\delta_{i+k+1}=-\delta_{i+k}$ throughout the window. Equality at order $n+1$ requires both differences of order $n$ to reach $B_n$. At first order, $|\delta_{i+1}-\delta_i|=2\varepsilon$, and the parallelogram law gives
$$|\delta_{i+1}+\delta_i|^2=2|\delta_{i+1}|^2+2|\delta_i|^2-4\varepsilon^2\le0.$$
At higher orders the two overlapping windows contain every neighbouring pair. Matrices in the operator norm behave differently: $\mathrm{diag}(1,1)$ and $\mathrm{diag}(-1,1)$ have norm 1 and lie at distance 2, yet are not opposite.

The triangle-inequality argument also extends by hand to an unequal increasing mesh whose adjacent gaps are all at least $h$. Then $x_{i+n+1}-x_i\ge(n+1)h$, and the same upper bound follows.
